# For fixed $H_0$ and partial filling, an eigenvector without zero amplitudes fixes the site potential up to a constant

Put one fermion on two sites, and let $\psi=(\psi_0,\psi_1)$, with both amplitudes nonzero, be an eigenvector of $H_0+\mathrm{diag}(v_0,v_1)$ and of $H_0+\mathrm{diag}(w_0,w_1)$, with eigenvalues $E$ and $E'$. Subtracting the two equations gives $(v_i-w_i)\psi_i=(E-E')\psi_i$, so $v_0-w_0=E-E'=v_1-w_1$.

```lean
import Mathlib

open Matrix
open scoped ComplexOrder

namespace LatticeHohenbergKohn

noncomputable section

/-- Configurations of `N` spinless fermions on the sites `ι`: the `N`-element sets of
occupied sites. -/
abbrev Config (ι : Type*) (N : ℕ) := {S : Finset ι // S.card = N}

variable {ι : Type*} [Fintype ι] [DecidableEq ι] {N : ℕ}

/-- The many-body operator of a site potential `v`: diagonal in the configurations, with
entry the sum of `v i` over the occupied sites. -/
def potOp (N : ℕ) (v : ι → ℝ) : Matrix (Config ι N) (Config ι N) ℂ :=
  diagonal fun S => ((∑ i ∈ S.1, v i : ℝ) : ℂ)

/-- The density at site `i`: the sum of `|ψ S|²` over the configurations occupying `i`. -/
def density (ψ : Config ι N → ℂ) (i : ι) : ℝ :=
  ∑ S : Config ι N, if i ∈ S.1 then Complex.normSq (ψ S) else 0

/-- `ψ` is a normalised eigenvector of `H` with real eigenvalue `E`, and `H - E` is
positive semidefinite. -/
structure IsGroundState {n : Type*} [Fintype n] [DecidableEq n]
    (H : Matrix n n ℂ) (E : ℝ) (ψ : n → ℂ) : Prop where
  norm : star ψ ⬝ᵥ ψ = 1
  eigen : H *ᵥ ψ = (E : ℂ) • ψ
  lower : (H - (E : ℂ) • (1 : Matrix n n ℂ)).PosSemidef

/-- For a common eigenvector of `H₀ + V` and `H₀ + W`, the sum of `v - w` over any
configuration with nonzero amplitude equals the difference of the eigenvalues. -/
theorem configuration_sum_eq (H₀ : Matrix (Config ι N) (Config ι N) ℂ) {v w : ι → ℝ}
    {ψ : Config ι N → ℂ} {E E' : ℂ}
    (hv : (H₀ + potOp N v) *ᵥ ψ = E • ψ) (hw : (H₀ + potOp N w) *ᵥ ψ = E' • ψ)
    (S : Config ι N) (hS : ψ S ≠ 0) :
    ((∑ i ∈ S.1, (v i - w i) : ℝ) : ℂ) = E - E' := by
  have h1 := congrFun hv S
  have h2 := congrFun hw S
  simp only [Matrix.add_mulVec, Pi.add_apply, potOp, Matrix.mulVec_diagonal, Pi.smul_apply,
    smul_eq_mul] at h1 h2
  -- the `H₀` term cancels in the difference; divide by the amplitude
  apply mul_right_cancel₀ hS
  rw [Finset.sum_sub_distrib, Complex.ofReal_sub]
  linear_combination h1 - h2

/-- If a common eigenvector has nonzero amplitude on two configurations that differ by
moving one fermion from site `i` to site `j`, then `v - w` agrees at `i` and `j`. -/
theorem exchange_step (H₀ : Matrix (Config ι N) (Config ι N) ℂ) {v w : ι → ℝ}
    {ψ : Config ι N → ℂ} {E E' : ℂ}
    (hv : (H₀ + potOp N v) *ᵥ ψ = E • ψ) (hw : (H₀ + potOp N w) *ᵥ ψ = E' • ψ)
    {T : Finset ι} {i j : ι} (hi : i ∉ T) (hj : j ∉ T) (S S' : Config ι N)
    (hS : S.1 = insert i T) (hS' : S'.1 = insert j T) (h1 : ψ S ≠ 0) (h2 : ψ S' ≠ 0) :
    v i - w i = v j - w j := by
  have a := configuration_sum_eq H₀ hv hw S h1
  have b := configuration_sum_eq H₀ hv hw S' h2
  have c : ∑ k ∈ S.1, (v k - w k) = ∑ k ∈ S'.1, (v k - w k) :=
    Complex.ofReal_injective (a.trans b.symm)
  -- the spectator sites `T` contribute equally on both sides
  rw [hS, hS', Finset.sum_insert hi, Finset.sum_insert hj] at c
  linarith

/-- For `0 < N < L` and any sites `i`, `j` there is a set of `N - 1` sites containing
neither of them. -/
theorem exists_spectators (hN : 0 < N) (hNL : N < Fintype.card ι) (i j : ι) :
    ∃ T : Finset ι, i ∉ T ∧ j ∉ T ∧ T.card + 1 = N := by
  have h1 : (Finset.univ : Finset ι).card - 1 ≤ (Finset.univ.erase i).card :=
    Finset.pred_card_le_card_erase
  have h2 : (Finset.univ.erase i).card - 1 ≤ ((Finset.univ.erase i).erase j).card :=
    Finset.pred_card_le_card_erase
  rw [Finset.card_univ] at h1
  have hc : N - 1 ≤ ((Finset.univ.erase i).erase j).card := by omega
  obtain ⟨T, hT, hcard⟩ := Finset.exists_subset_card_eq hc
  refine ⟨T, fun h => ?_, fun h => ?_, by omega⟩
  · have := hT h
    simp at this
  · have := hT h
    simp at this

/-- For `0 < N < L`, if a vector with all amplitudes nonzero is an eigenvector of both
`H₀ + V` and `H₀ + W`, then `v - w` is a constant `c` and the eigenvalues differ by `N c`. -/
theorem potential_unique (hN : 0 < N) (hNL : N < Fintype.card ι)
    (H₀ : Matrix (Config ι N) (Config ι N) ℂ) {v w : ι → ℝ}
    {ψ : Config ι N → ℂ} {E E' : ℂ} (hψ : ∀ S, ψ S ≠ 0)
    (hv : (H₀ + potOp N v) *ᵥ ψ = E • ψ) (hw : (H₀ + potOp N w) *ᵥ ψ = E' • ψ) :
    ∃ c : ℝ, (∀ i, v i - w i = c) ∧ E - E' = (N : ℂ) * (c : ℂ) := by
  -- any two sites are linked by an exchange over a common set of spectators
  have key : ∀ i j, v i - w i = v j - w j := by
    intro i j
    obtain ⟨T, hi, hj, hT⟩ := exists_spectators hN hNL i j
    exact exchange_step H₀ hv hw hi hj
      ⟨insert i T, by rw [Finset.card_insert_of_notMem hi, hT]⟩
      ⟨insert j T, by rw [Finset.card_insert_of_notMem hj, hT]⟩ rfl rfl (hψ _) (hψ _)
  obtain ⟨i₀⟩ : Nonempty ι := Fintype.card_pos_iff.1 (by omega)
  obtain ⟨S⟩ : Nonempty (Config ι N) := by
    obtain ⟨T, hi, -, hT⟩ := exists_spectators hN hNL i₀ i₀
    exact ⟨⟨insert i₀ T, by rw [Finset.card_insert_of_notMem hi, hT]⟩⟩
  refine ⟨v i₀ - w i₀, fun i => key i i₀, ?_⟩
  have h := configuration_sum_eq H₀ hv hw S (hψ S)
  have hc : S.1.card = N := S.2
  have hs : ∑ i ∈ S.1, (v i - w i) = (N : ℝ) * (v i₀ - w i₀) := by
    calc ∑ i ∈ S.1, (v i - w i) = ∑ _i ∈ S.1, (v i₀ - w i₀) :=
          Finset.sum_congr rfl fun i _ => key i i₀
      _ = (N : ℝ) * (v i₀ - w i₀) := by rw [Finset.sum_const, hc, nsmul_eq_mul]
  rw [← h, hs, Complex.ofReal_mul, Complex.ofReal_natCast]

/-- If `v - w` is a constant `c`, a solution of `(H₀ + V) ψ = E ψ` also solves
`(H₀ + W) ψ = (E - N c) ψ`. -/
theorem eigenvector_of_constant_shift (H₀ : Matrix (Config ι N) (Config ι N) ℂ)
    {v w : ι → ℝ} {c : ℝ} {ψ : Config ι N → ℂ} {E : ℂ} (h : ∀ i, v i - w i = c)
    (hv : (H₀ + potOp N v) *ᵥ ψ = E • ψ) :
    (H₀ + potOp N w) *ᵥ ψ = (E - (N : ℂ) * (c : ℂ)) • ψ := by
  funext S
  have h1 := congrFun hv S
  have hc : S.1.card = N := S.2
  have hs : (∑ i ∈ S.1, v i) - (∑ i ∈ S.1, w i) = (N : ℝ) * c := by
    calc (∑ i ∈ S.1, v i) - (∑ i ∈ S.1, w i) = ∑ i ∈ S.1, (v i - w i) := by
          rw [Finset.sum_sub_distrib]
      _ = ∑ _i ∈ S.1, c := Finset.sum_congr rfl fun i _ => h i
      _ = (N : ℝ) * c := by rw [Finset.sum_const, hc, nsmul_eq_mul]
  have hs' : ((∑ i ∈ S.1, v i : ℝ) : ℂ) - ((∑ i ∈ S.1, w i : ℝ) : ℂ) = (N : ℂ) * (c : ℂ) := by
    rw [← Complex.ofReal_sub, hs, Complex.ofReal_mul, Complex.ofReal_natCast]
  simp only [Matrix.add_mulVec, Pi.add_apply, potOp, Matrix.mulVec_diagonal, Pi.smul_apply,
    smul_eq_mul] at h1 ⊢
  linear_combination h1 - ψ S * hs'

/-- At full filling `N = L`, a solution of `(H₀ + V) ψ = E ψ` solves the eigenvalue equation
of `H₀ + W` for every potential `w`, with `E` lowered by the sum of `v - w` over all sites. -/
theorem eigenvector_of_full_filling (hN : N = Fintype.card ι)
    (H₀ : Matrix (Config ι N) (Config ι N) ℂ) (v w : ι → ℝ) {ψ : Config ι N → ℂ} {E : ℂ}
    (hv : (H₀ + potOp N v) *ᵥ ψ = E • ψ) :
    (H₀ + potOp N w) *ᵥ ψ = (E - ((∑ i, (v i - w i) : ℝ) : ℂ)) • ψ := by
  funext S
  have h1 := congrFun hv S
  have hc : S.1.card = N := S.2
  have hS : S.1 = Finset.univ := Finset.eq_univ_of_card _ (hc.trans hN)
  simp only [Matrix.add_mulVec, Pi.add_apply, potOp, Matrix.mulVec_diagonal, Pi.smul_apply,
    smul_eq_mul] at h1 ⊢
  rw [hS] at h1 ⊢
  rw [Finset.sum_sub_distrib, Complex.ofReal_sub]
  linear_combination h1

/-- If `ψ` vanishes on every configuration occupying site `k`, changing the potential at `k`
alone leaves the equation `(H₀ + V) ψ = E ψ` valid. -/
theorem eigenvector_of_empty_site (H₀ : Matrix (Config ι N) (Config ι N) ℂ)
    {v w : ι → ℝ} {ψ : Config ι N → ℂ} {E : ℂ} (k : ι)
    (h0 : ∀ S : Config ι N, k ∈ S.1 → ψ S = 0) (hvw : ∀ i, i ≠ k → v i = w i)
    (hv : (H₀ + potOp N v) *ᵥ ψ = E • ψ) :
    (H₀ + potOp N w) *ᵥ ψ = E • ψ := by
  funext S
  have h1 := congrFun hv S
  have hWV : ((∑ i ∈ S.1, w i : ℝ) : ℂ) * ψ S = ((∑ i ∈ S.1, v i : ℝ) : ℂ) * ψ S := by
    by_cases hk : k ∈ S.1
    · rw [h0 S hk, mul_zero, mul_zero]
    · have hs : ∑ i ∈ S.1, w i = ∑ i ∈ S.1, v i :=
        Finset.sum_congr rfl fun i hi => (hvw i (by rintro rfl; exact hk hi)).symm
      rw [hs]
  simp only [Matrix.add_mulVec, Pi.add_apply, potOp, Matrix.mulVec_diagonal, Pi.smul_apply,
    smul_eq_mul] at h1 ⊢
  linear_combination h1 + hWV

/-- The expectation value of the potential operator is the sum over sites of the potential
times the density. -/
theorem potOp_expectation (v : ι → ℝ) (ψ : Config ι N → ℂ) :
    star ψ ⬝ᵥ (potOp N v *ᵥ ψ) = ((∑ i, v i * density ψ i : ℝ) : ℂ) := by
  -- exchange the sums over sites and over configurations
  have hr : ∑ i, v i * density ψ i
      = ∑ S : Config ι N, (∑ i ∈ S.1, v i) * Complex.normSq (ψ S) := by
    simp only [density, Finset.mul_sum, Finset.sum_mul]
    rw [Finset.sum_comm]
    refine Finset.sum_congr rfl fun S _ => ?_
    simp only [mul_ite, mul_zero, Finset.sum_ite_mem, Finset.univ_inter]
  rw [hr, Complex.ofReal_sum]
  unfold dotProduct
  refine Finset.sum_congr rfl fun S _ => ?_
  simp only [potOp, Matrix.mulVec_diagonal, Pi.star_apply, Complex.ofReal_mul,
    Complex.normSq_eq_conj_mul_self, Complex.star_def]
  ring

/-- If a ground state `ψ` of `H₀ + V` and a ground state `φ` of `H₀ + W` have the same
density, then `ψ` is also a ground state of `H₀ + W`, with the energy of `φ`. -/
theorem common_ground_state (H₀ : Matrix (Config ι N) (Config ι N) ℂ) {v w : ι → ℝ}
    {ψ φ : Config ι N → ℂ} {E E' : ℝ}
    (hψ : IsGroundState (H₀ + potOp N v) E ψ) (hφ : IsGroundState (H₀ + potOp N w) E' φ)
    (hρ : density ψ = density φ) :
    IsGroundState (H₀ + potOp N w) E' ψ := by
  obtain ⟨nψ, eψ, pψ⟩ := hψ
  obtain ⟨nφ, eφ, pφ⟩ := hφ
  have hone : ∀ (e : ℂ) (x : Config ι N → ℂ),
      (e • (1 : Matrix (Config ι N) (Config ι N) ℂ)) *ᵥ x = e • x := by
    intro e x
    rw [Matrix.smul_mulVec, Matrix.one_mulVec]
  have expand : ∀ (u : ι → ℝ) (e : ℂ) (x : Config ι N → ℂ), star x ⬝ᵥ x = 1 →
      star x ⬝ᵥ ((H₀ + potOp N u - e • (1 : Matrix (Config ι N) (Config ι N) ℂ)) *ᵥ x)
        = star x ⬝ᵥ (H₀ *ᵥ x) + ((∑ i, u i * density x i : ℝ) : ℂ) - e := by
    intro u e x hx
    rw [Matrix.sub_mulVec, Matrix.add_mulVec, hone, dotProduct_sub, dotProduct_add,
      dotProduct_smul, hx, potOp_expectation, smul_eq_mul, mul_one]
  have zψ : (H₀ + potOp N v - (E : ℂ) • (1 : Matrix (Config ι N) (Config ι N) ℂ)) *ᵥ ψ
      = 0 := by
    rw [Matrix.sub_mulVec, hone, eψ, sub_self]
  have zφ : (H₀ + potOp N w - (E' : ℂ) • (1 : Matrix (Config ι N) (Config ι N) ℂ)) *ᵥ φ
      = 0 := by
    rw [Matrix.sub_mulVec, hone, eφ, sub_self]
  have a1 := expand v (E : ℂ) ψ nψ
  have b1 := expand w (E' : ℂ) φ nφ
  have a2 := expand w (E' : ℂ) ψ nψ
  have b2 := expand v (E : ℂ) φ nφ
  rw [zψ, dotProduct_zero] at a1
  rw [zφ, dotProduct_zero] at b1
  rw [hρ] at a1 a2
  -- each state as a trial state for the other Hamiltonian
  have p1 := pφ.dotProduct_mulVec_nonneg ψ
  have p2 := pψ.dotProduct_mulVec_nonneg φ
  -- for equal densities the two excess energies add up to zero
  have hsum : star ψ ⬝ᵥ
        ((H₀ + potOp N w - (E' : ℂ) • (1 : Matrix (Config ι N) (Config ι N) ℂ)) *ᵥ ψ)
      + star φ ⬝ᵥ
        ((H₀ + potOp N v - (E : ℂ) • (1 : Matrix (Config ι N) (Config ι N) ℂ)) *ᵥ φ)
      = 0 := by
    linear_combination a2 + b2 - a1 - b1
  have hX : star ψ ⬝ᵥ
      ((H₀ + potOp N w - (E' : ℂ) • (1 : Matrix (Config ι N) (Config ι N) ℂ)) *ᵥ ψ) = 0 :=
    le_antisymm (le_of_le_of_eq (le_add_of_nonneg_right p2) hsum) p1
  -- a null vector of a positive semidefinite form lies in the kernel
  have z : (H₀ + potOp N w - (E' : ℂ) • (1 : Matrix (Config ι N) (Config ι N) ℂ)) *ᵥ ψ
      = 0 := by
    exact (pφ.dotProduct_mulVec_zero_iff ψ).1 hX
  rw [Matrix.sub_mulVec, hone, sub_eq_zero] at z
  exact ⟨nψ, z, pφ⟩

/-- Hohenberg-Kohn theorem on a lattice with `0 < N < L`: if ground states of `H₀ + V` and
`H₀ + W` have the same density and the first has no vanishing amplitude, then `v - w` is a
constant `c` and the energies differ by `N c`. -/
theorem hohenberg_kohn (hN : 0 < N) (hNL : N < Fintype.card ι)
    (H₀ : Matrix (Config ι N) (Config ι N) ℂ) {v w : ι → ℝ}
    {ψ φ : Config ι N → ℂ} {E E' : ℝ} (hne : ∀ S, ψ S ≠ 0)
    (hψ : IsGroundState (H₀ + potOp N v) E ψ) (hφ : IsGroundState (H₀ + potOp N w) E' φ)
    (hρ : density ψ = density φ) :
    ∃ c : ℝ, (∀ i, v i - w i = c) ∧ E - E' = (N : ℝ) * c := by
  obtain ⟨c, hc, hE⟩ := potential_unique hN hNL H₀ hne hψ.eigen
    (common_ground_state H₀ hψ hφ hρ).eigen
  exact ⟨c, hc, by exact_mod_cast hE⟩

/-- The configuration of one fermion on a dimer with the fermion at site `i`. -/
def dimerConfig (i : Fin 2) : Config (Fin 2) 1 := ⟨{i}, Finset.card_singleton i⟩

/-- Hopping of one fermion between the two sites of a dimer, with amplitude `-12`. -/
def dimerHop : Matrix (Config (Fin 2) 1) (Config (Fin 2) 1) ℂ :=
  Matrix.of fun S T => if S = T then 0 else -12

/-- The dimer state with amplitude `4/5` on site `0` and `3/5` on site `1`. -/
def dimerState : Config (Fin 2) 1 → ℂ :=
  fun S => if (0 : Fin 2) ∈ S.1 then 4 / 5 else 3 / 5

/-- The dimer state has no vanishing amplitude and is, for every `c`, a ground state of the
hopping dimer in the potential `(c, c + 7)` with energy `c - 9`. -/
theorem dimer_witness :
    (∀ S, dimerState S ≠ 0) ∧
      ∀ c : ℝ, IsGroundState (dimerHop + potOp 1 ![c, c + 7]) (c - 9) dimerState := by
  have hcases : ∀ S : Config (Fin 2) 1, S = dimerConfig 0 ∨ S = dimerConfig 1 := by
    rintro ⟨S, hS⟩
    obtain ⟨a, rfl⟩ := Finset.card_eq_one.1 hS
    have ha : a = 0 ∨ a = 1 := by fin_cases a <;> simp
    rcases ha with rfl | rfl
    · exact Or.inl rfl
    · exact Or.inr rfl
  have hne : dimerConfig 0 ≠ dimerConfig 1 := by
    first
      | (simp [dimerConfig]; done)
      | decide
  have hsum : ∀ f : Config (Fin 2) 1 → ℂ,
      ∑ S, f S = f (dimerConfig 0) + f (dimerConfig 1) := by
    intro f
    have hu : (Finset.univ : Finset (Config (Fin 2) 1)) = {dimerConfig 0, dimerConfig 1} := by
      refine Finset.ext fun S => ?_
      simp only [Finset.mem_univ, Finset.mem_insert, Finset.mem_singleton, true_iff]
      exact hcases S
    rw [hu, Finset.sum_pair hne]
  have hs0 : dimerState (dimerConfig 0) = 4 / 5 := by simp [dimerState, dimerConfig]
  have hs1 : dimerState (dimerConfig 1) = 3 / 5 := by simp [dimerState, dimerConfig]
  refine ⟨fun S => ?_, fun c => ?_⟩
  · rcases hcases S with rfl | rfl
    · rw [hs0]; norm_num
    · rw [hs1]; norm_num
  have h00 : (dimerHop + potOp 1 ![c, c + 7]) (dimerConfig 0) (dimerConfig 0) = (c : ℂ) := by
    simp [dimerHop, potOp, dimerConfig]
  have h11 : (dimerHop + potOp 1 ![c, c + 7]) (dimerConfig 1) (dimerConfig 1)
      = (c : ℂ) + 7 := by
    simp [dimerHop, potOp, dimerConfig]
  have h01 : (dimerHop + potOp 1 ![c, c + 7]) (dimerConfig 0) (dimerConfig 1) = -12 := by
    simp [dimerHop, potOp, hne]
  have h10 : (dimerHop + potOp 1 ![c, c + 7]) (dimerConfig 1) (dimerConfig 0) = -12 := by
    simp [dimerHop, potOp, hne.symm]
  refine ⟨?_, ?_, ?_⟩
  · have h4 : star (4 / 5 : ℂ) = 4 / 5 := by
      first
        | (simp; done)
        | (have := Complex.conj_ofReal (4 / 5); push_cast at this; exact this)
    have h3 : star (3 / 5 : ℂ) = 3 / 5 := by
      first
        | (simp; done)
        | (have := Complex.conj_ofReal (3 / 5); push_cast at this; exact this)
    simp only [dotProduct, hsum, Pi.star_apply, hs0, hs1, h4, h3]
    norm_num
  · funext S
    rcases hcases S with rfl | rfl <;>
      simp only [Matrix.mulVec, dotProduct, hsum, h00, h01, h10, h11, hs0, hs1,
        Pi.smul_apply, smul_eq_mul] <;> push_cast <;> ring
  · -- `H - E` is the rank-one matrix built from the row `(3, -4)`
    obtain ⟨B, hb0, hb1⟩ : ∃ B : Matrix Unit (Config (Fin 2) 1) ℂ,
        (∀ u, B u (dimerConfig 0) = 3) ∧ ∀ u, B u (dimerConfig 1) = -4 :=
      ⟨Matrix.of fun _ S => if (0 : Fin 2) ∈ S.1 then 3 else -4,
        by intro u; simp [dimerConfig], by intro u; simp [dimerConfig]⟩
    have o01 : (1 : Matrix (Config (Fin 2) 1) (Config (Fin 2) 1) ℂ)
        (dimerConfig 0) (dimerConfig 1) = 0 := Matrix.one_apply_ne hne
    have o10 : (1 : Matrix (Config (Fin 2) 1) (Config (Fin 2) 1) ℂ)
        (dimerConfig 1) (dimerConfig 0) = 0 := Matrix.one_apply_ne hne.symm
    have st3 : star (3 : ℂ) = 3 := by simp
    have st4 : star (4 : ℂ) = 4 := by simp
    have hB : dimerHop + potOp 1 ![c, c + 7]
        - ((c - 9 : ℝ) : ℂ) • (1 : Matrix (Config (Fin 2) 1) (Config (Fin 2) 1) ℂ)
        = Bᴴ * B := by
      refine Matrix.ext fun S T => ?_
      rcases hcases S with rfl | rfl <;> rcases hcases T with rfl | rfl <;>
        simp only [Matrix.sub_apply, Matrix.smul_apply, Matrix.mul_apply,
          Matrix.conjTranspose_apply, Finset.univ_unique, Finset.sum_singleton, hb0, hb1,
          h00, h01, h10, h11, Matrix.one_apply_eq, o01, o10, smul_eq_mul, star_neg,
          st3, st4] <;> push_cast <;> ring
    rw [hB]
    exact Matrix.posSemidef_conjTranspose_mul_self B

end

end LatticeHohenbergKohn
```

```lean
#print axioms LatticeHohenbergKohn.eigenvector_of_constant_shift
-- 'LatticeHohenbergKohn.eigenvector_of_constant_shift' depends on axioms: [propext, Classical.choice, Quot.sound]
#print axioms LatticeHohenbergKohn.eigenvector_of_full_filling
-- 'LatticeHohenbergKohn.eigenvector_of_full_filling' depends on axioms: [propext, Classical.choice, Quot.sound]
#print axioms LatticeHohenbergKohn.eigenvector_of_empty_site
-- 'LatticeHohenbergKohn.eigenvector_of_empty_site' depends on axioms: [propext, Classical.choice, Quot.sound]
#print axioms LatticeHohenbergKohn.hohenberg_kohn
-- 'LatticeHohenbergKohn.hohenberg_kohn' depends on axioms: [propext, Classical.choice, Quot.sound]
```

## Potentials, densities and ground states as matrices

The finite type `ι` is the set of $L$ sites, and `Config ι N` holds the $N$-element sets $S$ of occupied sites. A state assigns a complex amplitude $\psi_S$ to each configuration. The matrix `H₀` contains hopping and interaction, including any fermionic signs. The real potential $v$ enters through `potOp`, which is diagonal with entries $\sum_{i\in S}v_i$; this matrix is written $V$, and $W$ is the one for a second potential $w$.

`potential_unique` says that for $0<N<L$, a common eigenvector with every $\psi_S\neq0$ forces $v_i-w_i=c$ at all sites and $E-E'=Nc$. Here `H₀` may be any complex matrix. The condition on $\psi$ means physically that every placement of the $N$ fermions has nonzero probability. It is assumed, not derived from `H₀`.

`hohenberg_kohn` starts from densities instead, with $\rho_i=\sum_{S\ni i}|\psi_S|^2$. `IsGroundState` requires a normalised eigenvector with $H-E$ positive semidefinite, so $H$ is Hermitian and $E$ is its lowest eigenvalue; degeneracy is allowed. For finite, spinless lattice systems with fixed $H_0$ and $0<N<L$, the theorem makes the potential recovered from a density unique up to a constant when that density belongs to a ground state with no zero amplitude. It does not say which densities come from a potential, and it constructs no density functional.

## Moving one fermion compares two sites

For general $N$, component $S$ of the subtracted equations is
$$\Big(\sum_{i\in S}(v_i-w_i)\Big)\psi_S=(E-E')\psi_S .$$
Dividing by $\psi_S$ gives `configuration_sum_eq`; in Lean, `linear_combination` does the subtraction and `mul_right_cancel₀` the division.

For sites $i$ and $j$, choose a set $T$ of $N-1$ other sites. The sums over $T\cup\{i\}$ and $T\cup\{j\}$ both equal $E-E'$, and the terms from $T$ cancel, leaving $v_i-w_i=v_j-w_j$. This is `exchange_step`. `exists_spectators` supplies $T$: removing $i$ and $j$ leaves at least $L-2\ge N-1$ sites. With the common difference called $c$, the sum over any $S$ is $Nc=E-E'$.

Conversely, `eigenvector_of_constant_shift` shows that a constant shift preserves eigenvectors. For $L\ge2$, two further lemmas show where uniqueness up to a constant fails. At $N=L$ there is only one configuration, so every potential has the same eigenvector; and if a site is never occupied in $\psi$, its potential can be changed freely and $\psi$ remains an eigenvector.

## Equal densities give a common ground state

Let $\psi$ and $\varphi$ be ground states for $v$ and $w$ with the same density $\rho$. Exchanging sums (`potOp_expectation`) gives
$$\langle\psi,V\psi\rangle=\sum_S|\psi_S|^2\sum_{i\in S}v_i=\sum_i v_i\rho_i .$$
Using each state as a trial state for the other Hamiltonian gives two nonnegative excess energies:
$$a=\langle\psi,H_0\psi\rangle+\sum_i w_i\rho_i-E',\qquad b=\langle\varphi,H_0\varphi\rangle+\sum_i v_i\rho_i-E .$$
The eigenvalue equations give $E=\langle\psi,H_0\psi\rangle+\sum_i v_i\rho_i$ and $E'=\langle\varphi,H_0\varphi\rangle+\sum_i w_i\rho_i$. Hence $a+b=0$, and so $a=0$.

Write the positive semidefinite matrix $H_0+W-E'$ as $B^\dagger B$. Then $a=\|B\psi\|^2=0$, so $(H_0+W-E')\psi=0$. Thus $\psi$ is a ground state of both Hamiltonians, which is `common_ground_state`, and `potential_unique` finishes the argument.

## A dimer with numbers

Take hopping $-12$, potential $(0,7)$ and $\psi=(4/5,3/5)$. Then
$$\begin{pmatrix}0&-12\\-12&7\end{pmatrix}\begin{pmatrix}4/5\\3/5\end{pmatrix}=\begin{pmatrix}-36/5\\-27/5\end{pmatrix}=-9\,\psi .$$
Moreover,
$$H+9=\begin{pmatrix}9&-12\\-12&16\end{pmatrix}=\begin{pmatrix}3\\-4\end{pmatrix}\begin{pmatrix}3&-4\end{pmatrix}$$
is positive semidefinite, so $-9$ is the ground-state energy. The density is $(16/25,9/25)$. The potential $(5,12)$ has the same ground state with energy $-4$: both $v_i-w_i$ and $E-E'$ equal $-5$, as $N=1$ requires. `dimer_witness` proves the ground-state property for every potential $(c,c+7)$, with energy $c-9$.
